# If the first N ≥ 2 orthonormal polynomial orbitals are occupied and the next V ≥ 3 are virtual, some occupied–virtual blocks match no local potential

Let μ be a positive measure on ℝ with finite moments of every order, and let p_j (j = 0, 1, 2, …) be real polynomials of exact degree j with ∫ p_i p_j dμ = δ_ij. The first N of them, p_0 to p_(N−1), are occupied, and the next V, p_N to p_(N+V−1), are virtual.

```lean
import Mathlib

open MeasureTheory Polynomial

namespace PolynomialOrbitalOEP

noncomputable section

/-- The polynomials `p j` have degree `j` and are orthonormal for the positive measure `μ`
(`w(x) dx` for a weight `w`), all of whose moments are finite. -/
structure OrthonormalPolys (μ : Measure ℝ) (p : ℕ → ℝ[X]) : Prop where
  moments : ∀ n : ℕ, Integrable (fun x : ℝ => x ^ n) μ
  degree : ∀ j, (p j).natDegree = j
  orth : ∀ i j, ∫ x, (p i).eval x * (p j).eval x ∂μ = if i = j then 1 else 0

/-- The local potential `v` has finite matrix elements `K i a` between the occupied orbitals
`i < N` and the virtual orbitals `N ≤ a < N + V`. -/
def Reproduces (μ : Measure ℝ) (p : ℕ → ℝ[X]) (N V : ℕ) (v : ℝ → ℝ) (K : ℕ → ℕ → ℝ) : Prop :=
  ∀ i a, i < N → N ≤ a → a < N + V →
    Integrable (fun x => v x * (p i * p a).eval x) μ ∧
      ∫ x, v x * (p i * p a).eval x ∂μ = K i a

variable {μ : Measure ℝ} {p : ℕ → ℝ[X]}

/-- No orthonormal polynomial vanishes identically. -/
theorem OrthonormalPolys.ne_zero (h : OrthonormalPolys μ p) (j : ℕ) : p j ≠ 0 := by
  intro hj
  have := h.orth j j
  simp [hj] at this

/-- For orthonormal polynomials `p k`, the overlap of a finite combination of them with `p j` is the
coefficient of `p j`. -/
theorem OrthonormalPolys.overlap (h : OrthonormalPolys μ p) (c : ℕ → ℝ) (s : Finset ℕ) (j : ℕ) :
    ∫ x, (∑ k ∈ s, C (c k) * p k).eval x * (p j).eval x ∂μ = if j ∈ s then c j else 0 := by
  have hq : ∀ q : ℝ[X], Integrable (fun x => q.eval x) μ := fun q => by
    simp only [eval_eq_sum_range]
    exact integrable_finsetSum _ fun k _ => (h.moments k).const_mul _
  have hi : ∀ k ∈ s, Integrable (fun x => c k * ((p k).eval x * (p j).eval x)) μ :=
    fun k _ => by simpa only [eval_mul] using (hq (p k * p j)).const_mul (c k)
  calc _ = ∫ x, ∑ k ∈ s, c k * ((p k).eval x * (p j).eval x) ∂μ := by
        refine integral_congr_ae (Filter.Eventually.of_forall fun x => ?_)
        simp only [eval_finsetSum, eval_mul, eval_C, Finset.sum_mul, mul_assoc]
    _ = ∑ k ∈ s, c k * (if k = j then 1 else 0) := by
        rw [integral_finsetSum _ hi]
        simp only [integral_const_mul, h.orth]
    _ = _ := by simp

/-- Every polynomial of degree below `n` is a combination of the orthonormal polynomials
`p 0, ..., p (n - 1)`. -/
theorem OrthonormalPolys.expand (h : OrthonormalPolys μ p) (n : ℕ) :
    ∀ q : ℝ[X], (∀ m, n ≤ m → q.coeff m = 0) →
      ∃ c : ℕ → ℝ, q = ∑ k ∈ Finset.range n, C (c k) * p k := by
  induction n with
  | zero => exact fun q hq => ⟨0, by ext m; simp [hq m]⟩
  | succ n ih =>
    intro q hq
    have hl : (p n).coeff n ≠ 0 := by
      have := leadingCoeff_ne_zero.2 (h.ne_zero n)
      rwa [leadingCoeff, h.degree] at this
    -- remove the leading term with a multiple of `p n`
    obtain ⟨c, hc⟩ := ih (q - C (q.coeff n / (p n).coeff n) * p n) (by
      intro m hm
      rw [coeff_sub, coeff_C_mul]
      rcases hm.eq_or_lt with rfl | hm
      · rw [div_mul_cancel₀ _ hl, sub_self]
      · have h0 : (p n).coeff m = 0 :=
          coeff_eq_zero_of_natDegree_lt (by rw [h.degree]; exact hm)
        rw [hq m hm, h0, mul_zero, sub_zero])
    refine ⟨fun k => if k = n then q.coeff n / (p n).coeff n else c k, ?_⟩
    rw [Finset.sum_range_succ, Finset.sum_congr rfl (g := fun k => C (c k) * p k)
      (fun k hk => by simp [(Finset.mem_range.1 hk).ne]), ← hc]
    simp

/-- Three-term recurrence for orthonormal polynomials `p j` of degree `j`: `p 1 * p (n+1)` is `p 0`
times a combination of `p n`, `p (n+1)` and `p (n+2)`. -/
theorem OrthonormalPolys.recurrence (h : OrthonormalPolys μ p) (n : ℕ) : ∃ a b c : ℝ,
    p 1 * p (n + 1) = p 0 * (C a * p n + C b * p (n + 1) + C c * p (n + 2)) := by
  have hz : ∀ i j m, i + j < m → (p i * p j).coeff m = 0 := fun i j m hm =>
    coeff_eq_zero_of_natDegree_lt (by
      rwa [natDegree_mul (h.ne_zero i) (h.ne_zero j), h.degree, h.degree])
  obtain ⟨c, hc⟩ := h.expand (n + 3) (p 1 * p (n + 1)) fun m hm => hz _ _ _ (by omega)
  -- for `j < n` the product `p 1 * p j` has too low a degree to overlap with `p (n+1)`
  have hlow : ∀ j < n, c j = 0 := by
    intro j hj
    obtain ⟨d, hd⟩ := h.expand (n + 1) (p 1 * p j) fun m hm => hz _ _ _ (by omega)
    have h1 := h.overlap c (Finset.range (n + 3)) j
    rw [← hc, if_pos (Finset.mem_range.2 (show j < n + 3 by omega))] at h1
    have h2 := h.overlap d (Finset.range (n + 1)) (n + 1)
    rw [← hd, if_neg (show n + 1 ∉ Finset.range (n + 1) by simp)] at h2
    refine h1.symm.trans (Eq.trans ?_ h2)
    refine integral_congr_ae (Filter.Eventually.of_forall fun x => ?_)
    simp only [eval_mul]
    ring
  obtain ⟨k, hk⟩ : ∃ k, p 0 = C k := ⟨_, eq_C_of_natDegree_eq_zero (h.degree 0)⟩
  have hk0 : k ≠ 0 := fun h0 => h.ne_zero 0 (by rw [hk, h0, C_0])
  have hC : ∀ t : ℝ, p 0 * C (t / k) = C t := fun t => by
    rw [hk, ← C_mul]
    congr 1
    field_simp
  refine ⟨c n / k, c (n + 1) / k, c (n + 2) / k, ?_⟩
  rw [hc, Finset.sum_range_succ, Finset.sum_range_succ, Finset.sum_range_succ,
    Finset.sum_eq_zero (fun j hj => by rw [hlow j (Finset.mem_range.1 hj), C_0, zero_mul])]
  linear_combination -(p n) * hC (c n) - p (n + 1) * hC (c (n + 1)) - p (n + 2) * hC (c (n + 2))

/-- If the first `N ≥ 2` orthonormal polynomials are occupied and the next `V ≥ 3` are virtual, the
occupied-virtual products are linearly dependent. -/
theorem products_dependent (h : OrthonormalPolys μ p) {N V : ℕ} (hN : 2 ≤ N) (hV : 3 ≤ V) :
    ¬ LinearIndependent ℝ (fun k : Fin N × Fin V => p k.1 * p (N + k.2)) := by
  intro hli
  obtain ⟨a, b, c, hr⟩ := h.recurrence N
  -- the four products that enter the recurrence
  let f : Fin 4 → Fin N × Fin V :=
    ![(⟨1, by omega⟩, ⟨1, by omega⟩), (⟨0, by omega⟩, ⟨0, by omega⟩),
      (⟨0, by omega⟩, ⟨1, by omega⟩), (⟨0, by omega⟩, ⟨2, by omega⟩)]
  have hf : Function.Injective f := by
    intro i j hij
    fin_cases i <;> fin_cases j <;> simp [f] at hij ⊢
  have := Fintype.linearIndependent_iff.1 (hli.comp f hf) ![1, -a, -b, -c] (by
    rw [Fin.sum_univ_four]
    show (1 : ℝ) • (p 1 * p (N + 1)) + (-a) • (p 0 * p N) + (-b) • (p 0 * p (N + 1))
      + (-c) • (p 0 * p (N + 2)) = 0
    simp only [smul_eq_C_mul, C_neg, C_1]
    linear_combination hr) 0
  simp at this

/-- For orthonormal polynomial orbitals with `N ≥ 2` and `V ≥ 3`, the occupied-virtual blocks of all
local potentials obey one and the same linear sum rule between four of their entries. -/
theorem local_sum_rule (h : OrthonormalPolys μ p) {N V : ℕ} (hN : 2 ≤ N) (hV : 3 ≤ V) :
    ∃ a b c : ℝ, ∀ v K, Reproduces μ p N V v K →
      K 1 (N + 1) = a * K 0 N + b * K 0 (N + 1) + c * K 0 (N + 2) := by
  obtain ⟨a, b, c, hr⟩ := h.recurrence N
  refine ⟨a, b, c, fun v K hv => ?_⟩
  obtain ⟨-, e⟩ := hv 1 (N + 1) (by omega) (by omega) (by omega)
  obtain ⟨i0, e0⟩ := hv 0 N (by omega) (by omega) (by omega)
  obtain ⟨i1, e1⟩ := hv 0 (N + 1) (by omega) (by omega) (by omega)
  obtain ⟨i2, e2⟩ := hv 0 (N + 2) (by omega) (by omega) (by omega)
  have i01 : Integrable (fun x => a * (v x * (p 0 * p N).eval x)
      + b * (v x * (p 0 * p (N + 1)).eval x)) μ := (i0.const_mul a).add (i1.const_mul b)
  -- integrate the recurrence against the potential
  calc K 1 (N + 1) = ∫ x, (a * (v x * (p 0 * p N).eval x)
        + b * (v x * (p 0 * p (N + 1)).eval x)) + c * (v x * (p 0 * p (N + 2)).eval x) ∂μ := by
        rw [← e]
        refine integral_congr_ae (Filter.Eventually.of_forall fun x => ?_)
        have hx := congrArg (eval x) hr
        simp only [eval_mul, eval_add, eval_C] at hx ⊢
        linear_combination v x * hx
    _ = _ := by
        rw [integral_add i01 (i2.const_mul c), integral_add (i0.const_mul a) (i1.const_mul b),
          integral_const_mul, integral_const_mul, integral_const_mul, e0, e1, e2]

/-- For orthonormal polynomial orbitals with `N ≥ 2` and `V ≥ 3`, no local potential reproduces the
block whose only nonzero entry couples the second occupied orbital to the second virtual orbital. -/
theorem no_local_potential (h : OrthonormalPolys μ p) {N V : ℕ} (hN : 2 ≤ N) (hV : 3 ≤ V) :
    ¬ ∃ v, Reproduces μ p N V v (fun i a => if i = 1 ∧ a = N + 1 then 1 else 0) := by
  rintro ⟨v, hv⟩
  obtain ⟨a, b, c, hs⟩ := local_sum_rule h hN hV
  have := hs v _ hv
  simp at this

/-- The distribution of `x = cos θ` when `θ` has density `(2/π) sin² θ` on `(0, π]`. -/
def semicircle : Measure ℝ :=
  ((volume.restrict (Set.Ioc 0 Real.pi)).withDensity
    fun θ => ENNReal.ofReal (2 / Real.pi * Real.sin θ ^ 2)).map Real.cos

/-- The Chebyshev polynomials of the second kind are orthonormal for the measure `semicircle`. -/
theorem semicircle_witness :
    OrthonormalPolys semicircle (fun j => Chebyshev.U ℝ (j : ℤ)) := by
  have hm : Measurable fun θ : ℝ => ENNReal.ofReal (2 / Real.pi * Real.sin θ ^ 2) := by fun_prop
  have hpos : ∀ θ : ℝ, 0 ≤ 2 / Real.pi * Real.sin θ ^ 2 := fun θ => by positivity
  have hfin : ∀ᵐ θ ∂(volume.restrict (Set.Ioc 0 Real.pi)),
      ENNReal.ofReal (2 / Real.pi * Real.sin θ ^ 2) < ⊤ :=
    Filter.Eventually.of_forall fun _ => ENNReal.ofReal_lt_top
  have hcos := Real.continuous_cos.measurable
  refine ⟨fun n => ?_, fun j => ?_, fun i j => ?_⟩
  · rw [semicircle, integrable_map_measure (continuous_pow n).aestronglyMeasurable
      hcos.aemeasurable, integrable_withDensity_iff_integrable_smul' hm hfin]
    simp only [ENNReal.toReal_ofReal (hpos _), Function.comp_apply, smul_eq_mul]
    exact Continuous.integrableOn_Ioc (by fun_prop)
  · -- degrees from the Chebyshev recurrence
    have hC2 : (C 2 : ℝ[X]) = 2 := map_ofNat C 2
    have key : ∀ n : ℕ, (Chebyshev.U ℝ (n : ℤ)).natDegree = n ∧
        (Chebyshev.U ℝ ((n : ℤ) + 1)).natDegree = n + 1 := by
      intro n
      induction n with
      | zero =>
        refine ⟨by simp, ?_⟩
        rw [Nat.cast_zero, zero_add, Chebyshev.U_one, ← hC2, natDegree_C_mul_X _ two_ne_zero]
      | succ n ih =>
        have hne : Chebyshev.U ℝ ((n : ℤ) + 1) ≠ 0 := fun h0 => by
          have := ih.2
          simp [h0] at this
        have hd : (C 2 * (X * Chebyshev.U ℝ ((n : ℤ) + 1))).natDegree = n + 2 := by
          rw [natDegree_C_mul two_ne_zero, natDegree_X_mul hne, ih.2]
        have hU : Chebyshev.U ℝ ((n : ℤ) + 2) =
            C 2 * (X * Chebyshev.U ℝ ((n : ℤ) + 1)) - Chebyshev.U ℝ (n : ℤ) := by
          rw [Chebyshev.U_add_two, hC2, mul_assoc]
        refine ⟨by push_cast; exact ih.2, ?_⟩
        have hcast : ((n + 1 : ℕ) : ℤ) + 1 = (n : ℤ) + 2 := by push_cast; ring
        rw [hcast, hU, natDegree_sub_eq_left_of_natDegree_lt (by rw [hd, ih.1]; omega), hd]
    exact (key j).1
  · have hc : ∀ m : ℤ, ∫ θ in (0 : ℝ)..Real.pi, Real.cos (m * θ) =
        if m = 0 then Real.pi else 0 := by
      intro m
      by_cases h0 : m = 0
      · simp [h0]
      · have h1 : (m : ℝ) ≠ 0 := by exact_mod_cast h0
        rw [intervalIntegral.integral_comp_mul_left (fun t => Real.cos t) h1, integral_cos,
          Real.sin_int_mul_pi, if_neg h0]
        simp
    have hint : ∀ m : ℤ, IntervalIntegrable (fun θ : ℝ => Real.cos (m * θ)) volume 0 Real.pi :=
      fun m => Continuous.intervalIntegrable (by fun_prop) _ _
    rw [semicircle, integral_map hcos.aemeasurable
      (Continuous.aestronglyMeasurable (by fun_prop)),
      integral_withDensity_eq_integral_toReal_smul hm hfin,
      ← intervalIntegral.integral_of_le Real.pi_pos.le]
    -- product of sines as a difference of cosines
    calc _ = ∫ θ in (0 : ℝ)..Real.pi, 1 / Real.pi *
          (Real.cos (((i - j : ℤ) : ℝ) * θ) - Real.cos (((i + j + 2 : ℤ) : ℝ) * θ)) := by
          refine intervalIntegral.integral_congr fun θ _ => ?_
          have hi := Chebyshev.U_real_cos θ (i : ℤ)
          have hj := Chebyshev.U_real_cos θ (j : ℤ)
          have e1 : ((i - j : ℤ) : ℝ) * θ = (((i : ℤ) : ℝ) + 1) * θ - (((j : ℤ) : ℝ) + 1) * θ := by
            push_cast; ring
          have e2 : ((i + j + 2 : ℤ) : ℝ) * θ
              = (((i : ℤ) : ℝ) + 1) * θ + (((j : ℤ) : ℝ) + 1) * θ := by
            push_cast; ring
          simp only [ENNReal.toReal_ofReal (hpos _), smul_eq_mul]
          rw [e1, e2, Real.cos_sub, Real.cos_add, ← hi, ← hj]
          ring
      _ = _ := by
          rw [intervalIntegral.integral_const_mul, intervalIntegral.integral_sub (hint _) (hint _),
            hc, hc, if_neg (show ¬ ((i : ℤ) + j + 2 = 0) by omega)]
          by_cases hij : i = j
          · simp [hij, Real.pi_ne_zero]
          · rw [if_neg (show ¬ ((i : ℤ) - j = 0) by omega), if_neg hij]
            simp

end

end PolynomialOrbitalOEP
```

```lean
#print axioms PolynomialOrbitalOEP.products_dependent
#print axioms PolynomialOrbitalOEP.no_local_potential
```

```
'PolynomialOrbitalOEP.products_dependent' depends on axioms: [propext, Classical.choice, Quot.sound]
'PolynomialOrbitalOEP.no_local_potential' depends on axioms: [propext, Classical.choice, Quot.sound]
```

## Orbitals, potentials and target blocks

For a weight w, with dμ = w dx, the orbitals are φ_j = p_j √w. They are real and orthonormal on the line, and a local potential v has the matrix elements

∫ φ_i v φ_a dx = ∫ v p_i p_a dμ.

`OrthonormalPolys μ p` collects the three conditions on μ and the polynomials: finite moments, exact degree and orthonormality. The measure need not have a density.

`Reproduces μ p N V v K` says that v has the prescribed matrix elements K_ia for every occupied i and virtual a. The potential is an arbitrary real function, except that each of these integrands must be integrable. This clause matters because Lean gives a non-integrable function the integral zero, which could otherwise pass for a matched entry.

For N ≥ 2 and V ≥ 3 there are three results:

- `products_dependent`: the products p_i p_a, indexed by occupied–virtual pairs, are linearly dependent over ℝ. The virtual index is written as `N + k.2`, with `k.2` counted from zero.
- `local_sum_rule`: there are real coefficients a, b, c (here a is a number, not the virtual index), chosen before v and K, such that every block produced by a local potential satisfies K_(1,N+1) = a K_(0,N) + b K_(0,N+1) + c K_(0,N+2).
- `no_local_potential`: the block with K_(1,N+1) = 1 and all other entries zero is produced by no local potential.

In finite-basis optimized effective potential (OEP) calculations, linearly independent occupied–virtual products would let a sufficiently flexible local potential match any block of the nonlocal exchange operator; for these one-dimensional polynomial orbitals that independence fails once N ≥ 2 and V ≥ 3. The block K is a free target here: no electron–electron interaction enters, and whether the exchange operator of a given system violates the sum rule is a separate question.

## A three-term recurrence among the products

Any polynomial q of degree below n is a combination of p_0, …, p_(n−1). To see this, subtract the multiple of the highest p_k that removes the leading term of q, and repeat with the remainder. If q = Σ_k c_k p_k, orthonormality gives

∫ q p_j dμ = c_j,

and the overlap is zero if p_j does not occur in the sum. All these integrals exist because the moments are finite.

Apply this to p_1 p_(n+1), which has degree n + 2:

p_1 p_(n+1) = Σ_(k=0)^(n+2) c_k p_k.

For j < n, regroup the factors in the coefficient:

c_j = ∫ (p_1 p_(n+1)) p_j dμ = ∫ (p_1 p_j) p_(n+1) dμ.

The product p_1 p_j has degree j + 1 ≤ n, so it is a combination of p_0, …, p_n and is orthogonal to p_(n+1). Hence c_j = 0, and only three terms remain:

p_1 p_(n+1) = c_n p_n + c_(n+1) p_(n+1) + c_(n+2) p_(n+2).

Since p_0 has degree zero and is not the zero polynomial, it is a nonzero constant κ. With a = c_n/κ, b = c_(n+1)/κ and c = c_(n+2)/κ,

p_1 p_(n+1) = p_0 (a p_n + b p_(n+1) + c p_(n+2)).

In the file, `expand` performs the subtraction by induction on n, and `overlap` reads off the coefficients. Inside `recurrence`, `hlow` is the regrouping argument for j < n, and the closing `linear_combination` inserts the factor p_0.

## From the recurrence to an unreachable block

Set n = N. Then

p_1 p_(N+1) − a p_0 p_N − b p_0 p_(N+1) − c p_0 p_(N+2) = 0.

The condition N ≥ 2 makes p_1 occupied, and V ≥ 3 makes p_(N+2) virtual, so all four terms are occupied–virtual products. They belong to four different pairs, and the first has coefficient 1, so the relation is a nontrivial linear dependence. In `products_dependent`, the injective map `f` selects the four pairs; independence of the whole family would pass to them and force that coefficient to vanish.

Now multiply the relation by v and integrate. Since the four integrals exist separately, linearity gives

K_(1,N+1) = a K_(0,N) + b K_(0,N+1) + c K_(0,N+2).

The `calc` block in `local_sum_rule` does this in two steps: it first rewrites the integrand pointwise by the recurrence, and then splits the integral with the integrability supplied by `Reproduces`.

For the block whose only nonzero entry is K_(1,N+1) = 1, the sum rule reads 1 = 0. This contradiction is the whole proof of `no_local_potential`.

## Chebyshev polynomials as an instance

`semicircle_witness` shows that the assumptions on μ and p are satisfied by a concrete example. The measure `semicircle` is the distribution of x = cos θ when θ has density (2/π) sin²θ on (0, π], and p_j is the Chebyshev polynomial of the second kind U_j. The moments are finite because cosⁿθ sin²θ is continuous on the closed interval [0, π]. The degrees follow by induction from U_0 = 1, U_1 = 2x and

U_(n+2) = 2x U_(n+1) − U_n.

For orthonormality, use U_j(cos θ) sin θ = sin((j+1)θ) and turn the product of sines into a difference of cosines:

∫ U_i U_j dμ = (2/π) ∫_0^π sin((i+1)θ) sin((j+1)θ) dθ
= (1/π) ∫_0^π [cos((i−j)θ) − cos((i+j+2)θ)] dθ.

The integral of cos(mθ) over this interval is π for m = 0 and zero for every other integer m, which is `hc` in the file. Since i + j + 2 is never zero, the second term vanishes, and the first gives δ_ij.
